# The Witten index of a finite supersymmetric pair is the same at every temperature and is a difference of zero-mode counts

## Two levels against one: where does the temperature go?

The smallest example I could write down has a sector with two levels, at energies $0$ and $\varepsilon>0$, and a partner sector with a single level at $\varepsilon$. At inverse temperature $b$ the partition functions are $1+e^{-b\varepsilon}$ and $e^{-b\varepsilon}$, so their difference is $1$, whatever $b$ is. Both sectors come from the row matrix $A=(0\;\;\sqrt{\varepsilon})$, through the Hamiltonians $A^\dagger A$ and $AA^\dagger$.

I am told that this happens for every $m\times n$ matrix $A$, and that the difference is always $n-m$. That puzzles me. I fixed $n$ and $m$ before I chose $A$, so how can this number say anything about zero-energy states, which surely depend on $A$? And when I cut the lowering operator of the harmonic oscillator down to an $N\times N$ matrix, I get $0$, although the oscillator has one state that the lowering operator annihilates and none that the raising operator does. What went wrong?

## Excited levels cancel in pairs, and $A$ can only create zero modes in pairs

The number of zero modes in each sector does depend on $A$, but the difference does not. Your example shows this already: at $\varepsilon=0$ the sectors have two zero modes and one, instead of one and none, and the difference is still $1$. A level that comes down to zero energy brings its partner with it.

### The pairing and the trace

Let $A$ map the first sector $\mathbb{C}^n$ to the second sector $\mathbb{C}^m$, and write $H_+=A^\dagger A$ and $H_-=AA^\dagger$. Suppose $H_+\psi=E\psi$ with $\psi\neq0$ and $E\neq0$. Then $A\psi\neq0$, since otherwise $E\psi=A^\dagger(A\psi)=0$. Moreover,
$$H_-(A\psi)=A(A^\dagger A\psi)=E\,A\psi ,$$
so $A\psi$ is a state of the partner with the same energy. Its squared norm is $\psi^\dagger A^\dagger A\psi=E\|\psi\|^2$, so for normalised $\psi$ the normalised partner state is $A\psi/\sqrt{E}$. The same argument with $A^\dagger$ in place of $A$ leads back, and the excited levels match with their multiplicities.

The index can be computed without diagonalising anything. First, $A$ carries powers of one Hamiltonian into powers of the other:
$$A H_+^k=H_-^k A .$$
This is clear for $k=0$. If it holds for $k$, then $AH_+^{k+1}=H_-^kA\,A^\dagger A=H_-^{k+1}A$. Cyclicity of the trace now gives, for every $k\ge0$,
$$\operatorname{tr}H_+^{k+1}=\operatorname{tr}(A^\dagger A H_+^k)=\operatorname{tr}(A^\dagger H_-^kA)=\operatorname{tr}(H_-^kAA^\dagger)=\operatorname{tr}H_-^{k+1}.$$
Expand both exponentials and subtract:
$$\operatorname{tr}e^{-bH_+}-\operatorname{tr}e^{-bH_-}=\sum_{k\ge0}\frac{(-b)^k}{k!}\left(\operatorname{tr}H_+^k-\operatorname{tr}H_-^k\right)=\operatorname{tr}1_n-\operatorname{tr}1_m=n-m .$$
Every term that carries a power of $b$ has cancelled.

The zero modes enter through rank-nullity. The matrices $A$ and $A^\dagger$ have the same rank $r$, so
$$n=r+\dim\ker A,\qquad m=r+\dim\ker A^\dagger .$$
Both kernel dimensions depend on $A$, but only through $r$. Subtraction removes $r$ and leaves $n-m=\dim\ker A-\dim\ker A^\dagger$. The kernels are the zero-energy spaces, because $\psi^\dagger H_+\psi=\|A\psi\|^2$ vanishes exactly when $A\psi=0$, and likewise for $H_-$ and $A^\dagger$.

### The same cancellation with a grading

The two sectors can be put into one space, with a supercharge $Q$ that exchanges them and a grading $\Gamma$ that is $+1$ on the first and $-1$ on the second:
$$\Gamma=\begin{pmatrix}1&0\\0&-1\end{pmatrix},\quad Q=\begin{pmatrix}0&A^\dagger\\A&0\end{pmatrix},\quad Q^2=\begin{pmatrix}H_+&0\\0&H_-\end{pmatrix}.$$
Here $\Gamma Q=-Q\Gamma$. For any two square matrices with this property and any $j\ge0$,
$$\operatorname{tr}(\Gamma Q^{2j+2})=-\operatorname{tr}(Q\Gamma Q^{2j+1})=-\operatorname{tr}(\Gamma Q^{2j+2}),$$
where the first step uses anticommutation and the second cyclicity. The trace is therefore zero, and the exponential series collapses to $\operatorname{tr}(\Gamma e^{-bQ^2})=\operatorname{tr}\Gamma$. For the block matrices above, $\operatorname{tr}\Gamma=n-m$.

### Your truncated oscillator

An $N\times N$ matrix has $n=m$, so its index is $0$. The cut has added a zero mode: the truncated raising operator annihilates the top basis state $|N-1\rangle$, because the state it should produce is missing. If you let the lowering operator act from the span of $|0\rangle,\dots,|N-1\rangle$ to the span of $|0\rangle,\dots,|N-2\rangle$, you get an $(N-1)\times N$ matrix whose adjoint has no kernel, and the index is $1$. For $N=2$ this is your first example with $\varepsilon=1$.

The step from the matrix to the oscillator itself, or to any differential operator, is the removal of the cutoff, and the finite theorem gives no licence for it. In infinite dimension $n-m$ has no meaning, the traces need not exist, and a continuous spectrum can make the difference depend on temperature. The name McKean–Singer usually refers to elliptic operators on compact manifolds, where the heat kernel does real analytic work; for matrices, cyclicity and rank-nullity suffice.

In finite supersymmetric quantum mechanics, a non-zero index guarantees a zero-energy state, while a zero index leaves the question open. In a finite, non-interacting tight-binding model with hopping only between two sublattices and no on-site energies, the Hamiltonian is $Q$ itself and not $Q^2$, with $A$ as the hopping block. Both have the same zero-energy states, so $n-m$ is the difference between the numbers of independent zero-energy orbitals on the two sublattices.

### What the Lean statements say

In the code, `m` and `n` are finite index types, and the dimensions are `Fintype.card m` and `Fintype.card n`. Either type may be empty. The matrix `A : Matrix m n ℂ` is arbitrary, and `Aᴴ` is $A^\dagger$. The Hamiltonians $H_+$ and $H_-$ are `hamPlus A` and `hamMinus A`; the signs label the sectors and not the sign of the energy. There is no factor $\tfrac12$ in the Hamiltonians, which some textbooks include.

The real number `b` is the usual $\beta=1/k_BT$, in units that match $A^\dagger A$. It may also be zero or negative, since finite traces always exist. The definition `thermalIndex A b` is the difference of the two partition functions, known in textbooks as the Witten index $\operatorname{tr}(-1)^F e^{-\beta H}$, with $(-1)^F$ equal to $+1$ on the first sector. Its type is complex, so the integers on the right-hand sides are read as complex numbers.

There are two main theorems about it. `thermalIndex_eq_card` states that the index is $n-m$ for every `A` and every `b`. `mckean_singer` states that it is $\dim\ker A-\dim\ker A^\dagger$, where `A.mulVecLin` is the linear map $\psi\mapsto A\psi$ and `Module.finrank` is the dimension of its kernel. Temperature independence can be read off, since `b` does not occur on either right-hand side.

The theorem `excited_state_partner` is the pairing of excited states, with unnormalised vectors and `*ᵥ` for a matrix acting on a vector. In `graded_trace_exp` the letter `n` indexes the whole space instead of one sector, and the only hypothesis is that `Γ` anticommutes with `Q`. Neither hermiticity nor $\Gamma^2=1$ is required. The matrix `Q` plays the part of the self-adjoint supercharge with $H=Q^2$, and not of the nilpotent one that many texts call $Q$. `graded_trace_exp_witness` verifies that the block matrices above satisfy the hypothesis and that $Q^2$ is the pair of partner Hamiltonians.

```lean
import Mathlib

open Matrix
open scoped ComplexOrder

namespace SupersymmetricIndex

noncomputable section

variable {m n : Type*} [Fintype m] [Fintype n] [DecidableEq m] [DecidableEq n]

/-- The Hamiltonian `A†A` of the first sector. -/
def hamPlus (A : Matrix m n ℂ) : Matrix n n ℂ := Aᴴ * A

/-- The partner Hamiltonian `AA†` of the second sector. -/
def hamMinus (A : Matrix m n ℂ) : Matrix m m ℂ := A * Aᴴ

/-- The difference of the partition functions of the two sectors at inverse temperature `b`. -/
def thermalIndex (A : Matrix m n ℂ) (b : ℝ) : ℂ :=
  trace (NormedSpace.exp ((-b) • hamPlus A)) - trace (NormedSpace.exp ((-b) • hamMinus A))

/-- The exponential series of a square complex matrix converges to its exponential. -/
theorem hasSum_exp (X : Matrix n n ℂ) :
    HasSum (fun k : ℕ => ((k.factorial : ℂ)⁻¹) • X ^ k) (NormedSpace.exp X) := by
  let _ : NormedRing (Matrix n n ℂ) := Matrix.linftyOpNormedRing
  let _ : NormedAlgebra ℂ (Matrix n n ℂ) := Matrix.linftyOpNormedAlgebra
  exact NormedSpace.exp_series_hasSum_exp' (𝕂 := ℂ) X

/-- The trace of `G exp X` is the sum of the traces of `G X^k`, each divided by `k!`. -/
theorem hasSum_trace_exp (G X : Matrix n n ℂ) :
    HasSum (fun k : ℕ => ((k.factorial : ℂ)⁻¹) * trace (G * X ^ k))
      (trace (G * NormedSpace.exp X)) := by
  have hf : ∀ Y : Matrix n n ℂ, Matrix.traceAddMonoidHom n ℂ Y = trace Y := fun _ => rfl
  have hc : Continuous (fun Y : Matrix n n ℂ => Matrix.traceAddMonoidHom n ℂ Y) := by
    simp only [hf]
    exact continuous_id.matrix_trace
  -- the trace is continuous and additive, so it passes through the series
  have h := ((hasSum_exp X).mul_left G).map (Matrix.traceAddMonoidHom n ℂ) hc
  simpa only [Function.comp_def, hf, Matrix.mul_smul, Matrix.trace_smul, smul_eq_mul] using h

/-- The matrix `A` carries each power of one Hamiltonian into the same power of its partner. -/
theorem intertwine_pow (A : Matrix m n ℂ) (k : ℕ) :
    A * hamPlus A ^ k = hamMinus A ^ k * A := by
  induction k with
  | zero => simp
  | succ k ih =>
    calc A * hamPlus A ^ (k + 1) = A * (hamPlus A ^ k * hamPlus A) := by rw [pow_succ]
      _ = hamMinus A ^ k * A * hamPlus A := by rw [← Matrix.mul_assoc, ih]
      _ = hamMinus A ^ k * hamMinus A * A := by
        simp only [hamPlus, hamMinus, Matrix.mul_assoc]
      _ = hamMinus A ^ (k + 1) * A := by rw [pow_succ]

omit [DecidableEq m] [DecidableEq n] in
/-- A state of non-zero energy `E` in the first sector is mapped by `A` to a non-zero state
of the same energy in the second sector. -/
theorem excited_state_partner (A : Matrix m n ℂ) {E : ℂ} {ψ : n → ℂ} (hE : E ≠ 0)
    (hψ : ψ ≠ 0) (h : hamPlus A *ᵥ ψ = E • ψ) :
    A *ᵥ ψ ≠ 0 ∧ hamMinus A *ᵥ (A *ᵥ ψ) = E • (A *ᵥ ψ) := by
  have h' : Aᴴ *ᵥ (A *ᵥ ψ) = E • ψ := by
    rw [Matrix.mulVec_mulVec, ← h, hamPlus]
  constructor
  · intro h0
    rw [h0, Matrix.mulVec_zero] at h'
    exact (smul_ne_zero hE hψ) h'.symm
  · rw [hamMinus, ← Matrix.mulVec_mulVec, h', Matrix.mulVec_smul]

/-- Every positive power of the Hamiltonian has the same trace in both sectors. -/
theorem trace_pow_partner (A : Matrix m n ℂ) (k : ℕ) :
    trace (hamPlus A ^ (k + 1)) = trace (hamMinus A ^ (k + 1)) := by
  calc trace (hamPlus A ^ (k + 1)) = trace (hamPlus A * hamPlus A ^ k) := by rw [pow_succ']
    _ = trace (Aᴴ * (A * hamPlus A ^ k)) := by simp only [hamPlus, Matrix.mul_assoc]
    _ = trace (Aᴴ * (hamMinus A ^ k * A)) := by rw [intertwine_pow]
    _ = trace (hamMinus A ^ k * A * Aᴴ) := Matrix.trace_mul_comm _ _
    _ = trace (hamMinus A ^ k * hamMinus A) := by simp only [hamMinus, Matrix.mul_assoc]
    _ = trace (hamMinus A ^ (k + 1)) := by rw [pow_succ]

/-- At every real `b` the difference of the two partition functions is the difference `n - m`
of the dimensions of the sectors. -/
theorem thermalIndex_eq_card (A : Matrix m n ℂ) (b : ℝ) :
    thermalIndex A b = (Fintype.card n : ℂ) - (Fintype.card m : ℂ) := by
  have h := (hasSum_trace_exp 1 ((-b) • hamPlus A)).sub
    (hasSum_trace_exp 1 ((-b) • hamMinus A))
  -- only the zeroth term of the series survives
  have key := h.unique (hasSum_single 0 (by
    intro k hk
    cases k with
    | zero => exact (hk rfl).elim
    | succ j =>
      simp only [Matrix.one_mul, smul_pow, Matrix.trace_smul, trace_pow_partner, sub_self]))
  simpa [thermalIndex] using key

/-- Finite McKean-Singer formula: at every real `b` the difference of the two partition
functions is the dimension of the kernel of `A` minus that of the kernel of `A†`. -/
theorem mckean_singer (A : Matrix m n ℂ) (b : ℝ) :
    thermalIndex A b = (Module.finrank ℂ (LinearMap.ker A.mulVecLin) : ℂ)
      - (Module.finrank ℂ (LinearMap.ker Aᴴ.mulVecLin) : ℂ) := by
  -- rank-nullity for both matrices, which have the same rank
  have h1 : A.rank + Module.finrank ℂ (LinearMap.ker A.mulVecLin) = Fintype.card n :=
    (A.mulVecLin.finrank_range_add_finrank_ker).trans (Module.finrank_fintype_fun_eq_card ℂ)
  have h2 : Aᴴ.rank + Module.finrank ℂ (LinearMap.ker Aᴴ.mulVecLin) = Fintype.card m :=
    (Aᴴ.mulVecLin.finrank_range_add_finrank_ker).trans (Module.finrank_fintype_fun_eq_card ℂ)
  rw [Matrix.rank_conjTranspose] at h2
  rw [thermalIndex_eq_card, ← h1, ← h2, Nat.cast_add, Nat.cast_add]
  ring

/-- If `Γ` anticommutes with the supercharge `Q`, then the trace of `Γ exp(-b Q²)` equals
the trace of `Γ` at every real `b`. -/
theorem graded_trace_exp (Γ Q : Matrix n n ℂ) (h : Γ * Q = -(Q * Γ)) (b : ℝ) :
    trace (Γ * NormedSpace.exp ((-b) • (Q * Q))) = trace Γ := by
  have hz : ∀ j : ℕ, trace (Γ * (Q * Q) ^ (j + 1)) = 0 := by
    intro j
    have hc : Q * (Q * Q) ^ j = (Q * Q) ^ j * Q :=
      (((Commute.refl Q).mul_right (Commute.refl Q)).pow_right j).eq
    -- moving one factor Q around the trace changes the sign
    have ht : trace (Γ * (Q * Q) ^ (j + 1)) = -trace (Γ * (Q * Q) ^ (j + 1)) := by
      calc trace (Γ * (Q * Q) ^ (j + 1)) = trace ((Γ * Q) * (Q * (Q * Q) ^ j)) := by
            rw [pow_succ']; simp only [mul_assoc]
        _ = -trace (Q * (Γ * (Q * (Q * Q) ^ j))) := by
            rw [h, neg_mul, Matrix.trace_neg, mul_assoc]
        _ = -trace ((Γ * (Q * (Q * Q) ^ j)) * Q) := by rw [Matrix.trace_mul_comm]
        _ = -trace (Γ * (Q * Q) ^ (j + 1)) := by
            rw [hc, pow_succ]; simp only [mul_assoc]
    linear_combination (1 / 2 : ℂ) * ht
  have key := (hasSum_trace_exp Γ ((-b) • (Q * Q))).unique (hasSum_single 0 (by
    intro k hk
    cases k with
    | zero => exact (hk rfl).elim
    | succ j => simp only [smul_pow, Matrix.mul_smul, Matrix.trace_smul, hz, smul_zero,
        mul_zero]))
  simpa using key

/-- The block supercharge built from `A` and `A†` anticommutes with the grading `diag(1, -1)`,
and its square is the block-diagonal pair of partner Hamiltonians. -/
theorem graded_trace_exp_witness (A : Matrix m n ℂ) :
    fromBlocks (1 : Matrix n n ℂ) 0 0 (-1 : Matrix m m ℂ) * fromBlocks 0 Aᴴ A 0 =
      -(fromBlocks 0 Aᴴ A 0 * fromBlocks (1 : Matrix n n ℂ) 0 0 (-1 : Matrix m m ℂ)) ∧
    fromBlocks 0 Aᴴ A 0 * fromBlocks 0 Aᴴ A 0 =
      fromBlocks (hamPlus A) 0 0 (hamMinus A) := by
  constructor
  · simp [Matrix.fromBlocks_multiply, Matrix.fromBlocks_neg]
  · simp [Matrix.fromBlocks_multiply, hamPlus, hamMinus]

end

end SupersymmetricIndex
```

```lean
#print axioms SupersymmetricIndex.excited_state_partner
#print axioms SupersymmetricIndex.thermalIndex_eq_card
#print axioms SupersymmetricIndex.mckean_singer
#print axioms SupersymmetricIndex.graded_trace_exp
```

```
'SupersymmetricIndex.excited_state_partner' depends on axioms: [propext, Classical.choice, Quot.sound]
'SupersymmetricIndex.thermalIndex_eq_card' depends on axioms: [propext, Classical.choice, Quot.sound]
'SupersymmetricIndex.mckean_singer' depends on axioms: [propext, Classical.choice, Quot.sound]
'SupersymmetricIndex.graded_trace_exp' depends on axioms: [propext, Classical.choice, Quot.sound]
```

### From the power series to the kernels in Lean

`hasSum_exp` supplies the convergent exponential series. The Mathlib lemma used for it is about normed algebras, so a norm on matrices is chosen inside the proof; it does not appear in the statement. `hasSum_trace_exp` multiplies the series by a fixed matrix `G` and takes the trace term by term, which is allowed because the trace is additive and continuous. The index uses `G = 1`, and the graded theorem uses `G = Γ`.

`intertwine_pow` is the induction for $AH_+^k=H_-^kA$. `trace_pow_partner` follows the chain of equal traces line by line, with `Matrix.trace_mul_comm` as the cyclic step. The exponent is written `k + 1` because the equality is needed only for positive powers; at power zero the traces are $n$ and $m$.

In `thermalIndex_eq_card` the two trace series are subtracted. Every term with positive index vanishes by `trace_pow_partner`, and `hasSum_single 0` then says that the series sums to its zeroth term. A series has only one sum, so `unique` identifies this term with the difference of the partition functions, and `simpa` evaluates the traces of the two identity matrices.

In `mckean_singer`, the facts `h1` and `h2` are rank-nullity for $A$ and $A^\dagger$. `Matrix.rank_conjTranspose` replaces the rank of $A^\dagger$ by that of $A$, and `ring` cancels it. The pairing theorem `excited_state_partner` is proved separately and is not used here: the trace argument needs no eigenvectors.

In `graded_trace_exp`, the step `ht` moves one factor of `Q` around the trace and finds that the trace equals its own negative. The `linear_combination` line concludes that it is zero, which gives `hz`. From there the series collapses to its zeroth term as before, and that term is $\operatorname{tr}\Gamma$. The witness theorem is a direct block multiplication.
